# The number of nonzero-frequency normal modes equals the rank of a positive semidefinite dynamical matrix

A harmonic system with finitely many modes is described here by a positive semidefinite dynamical matrix `D`, with real or complex entries. The frequency of each mode is the square root of the corresponding eigenvalue, and `card_activeModes` states that the number of modes with nonzero frequency, counted with multiplicity, is the rank of `D`. The proof rewrites the rank as the number of nonzero eigenvalues, then compares the two sets of indices element by element. It leaves the last step, that a frequency vanishes exactly when its eigenvalue does, to `simp`.

In Lean, a first try:

```lean
import Mathlib

open Matrix
open scoped ComplexOrder

namespace CardActiveModes

noncomputable section

variable {𝕜 n : Type*} [RCLike 𝕜] [Fintype n] [DecidableEq n] {D : Matrix n n 𝕜}

/-- The frequency of a normal mode: the square root of an eigenvalue of the positive
semidefinite dynamical matrix. -/
def frequency (hD : D.PosSemidef) (i : n) : ℝ :=
  √(hD.isHermitian.eigenvalues i)

/-- The modes with nonzero frequency. -/
def activeModes (hD : D.PosSemidef) : Finset n :=
  Finset.univ.filter (fun i => frequency hD i ≠ 0)

/-- The number of modes with nonzero frequency is the rank of the dynamical matrix. -/
theorem card_activeModes (hD : D.PosSemidef) : (activeModes hD).card = D.rank := by
  rw [hD.isHermitian.rank_eq_card_non_zero_eigs, Fintype.card_subtype]
  unfold activeModes
  congr 1
  ext i
  simp [frequency, Real.sqrt_eq_zero (hD.eigenvalues_nonneg i)]

end

end CardActiveModes
```

Compiling this gives:

```
Main.lean:22:81: error: unsolved goals
𝕜 : Type u_1
n : Type u_2
inst✝² : RCLike 𝕜
inst✝¹ : Fintype n
inst✝ : DecidableEq n
D : Matrix n n 𝕜
hD : D.PosSemidef
i : n
⊢ i ∈ {i | ¬√(⋯.eigenvalues i) = 0} ↔ ¬⋯.eigenvalues i = 0
Main.lean:27:19: warning: This simp argument is unused:
  Real.sqrt_eq_zero (hD.eigenvalues_nonneg i)

Hint: Omit it from the simp argument list.
  [apply] simp [frequency]

Note: This linter can be disabled with `set_option linter.unusedSimpArgs false`
```

Diagnosis. The error shows where `simp` stopped: the right side has become a plain statement about the eigenvalue at `i`, but the left is still membership in a filtered set, with `frequency` unfolded inside it. The square root there belongs to the set's own bound variable, also printed as `i`. The supplied `Real.sqrt_eq_zero` fact concerns only the fixed `i`, so it does not match, and the warning reports it unused. The messages do not say why `simp` left that membership unopened.

The fact is still needed, so dropping it as the hint suggests would not finish the proof. The repair first opens both memberships with `Finset.mem_filter`, which puts the conditions at the fixed `i`. Then `h` states that the frequency is nonzero exactly when the eigenvalue is, by negating both sides of `Real.sqrt_eq_zero`. Finally `and_congr_right` carries `h` past the membership in `Finset.univ` that both sides share. The added comment only explains the step.

After these edits no error is left:

```diff
@@ -25,5 +25,9 @@
   congr 1
   ext i
-  simp [frequency, Real.sqrt_eq_zero (hD.eigenvalues_nonneg i)]
+  rw [Finset.mem_filter, Finset.mem_filter]
+  -- a square root of a nonnegative number vanishes only with the number itself
+  have h : frequency hD i ≠ 0 ↔ hD.isHermitian.eigenvalues i ≠ 0 :=
+    not_congr (Real.sqrt_eq_zero (hD.eigenvalues_nonneg i))
+  exact and_congr_right fun _ => h
 
 end
```
